# Positive curvature gives a unique, possibly fractional, defect filling in a quadratic one-electron model

Take one electron that can sit on a defect or at a band edge. The defect level is at 0 when the defect is empty and rises to 1 as it fills, while the band edge stays at 1/2, all in the same energy unit. With a fraction x of the electron on the defect, the energy is

E(x) = x²/2 + (1 − x)/2.

Both integer fillings have energy 1/2. Half filling has energy 1/8 + 1/4 = 3/8, which is lower. The empty level lies below the band edge, so charge flows onto the defect; the level rises as it fills and meets the edge at x = 1/2, where the flow stops. The electron is left split between the two places.

For general real numbers e, c and b the energy is

E(x) = e x + c x²/2 + b (1 − x).

Here e is the level of the empty defect, b is the band edge, and c is the rate at which the defect level shifts with its filling. The constant c is postulated. It stands for the curvature that an approximate density functional leaves in the energy as a function of electron number, for instance through self-interaction, where the exact energy of an isolated system is linear between integers. Within this one-variable model with a fixed band edge, the results below show when such curvature puts a fractional charge on a defect in a supercell calculation. Band dispersion, lattice relaxation and the interaction between periodic images are left out, except as far as a constant c can represent them.

```lean
import Mathlib

open Set

namespace SpuriousDefectCharge

noncomputable section
```

The function `energy` is E(x), with the parameters in the order e, c, b and the filling last. It is defined for every real x; the restriction to physical fillings comes later.

```lean
/-- Energy of one electron shared between a defect (fraction `x`) and a band edge at `b`
(fraction `1 - x`); the defect level starts at `e` and shifts with filling at the rate `c`. -/
def energy (e c b x : ℝ) : ℝ := e * x + c * x ^ 2 / 2 + b * (1 - x)
```

The next definition cuts the number (b − e)/c off at 0 and 1. Write n for this clamped filling, `occupation e c b` in the code. It is a candidate only, and nothing in its definition says that it minimises anything.

```lean
/-- The filling `(b - e) / c` of the defect, cut off to the range from 0 to 1;
the domain is `c > 0`. -/
def occupation (e c b : ℝ) : ℝ := max 0 (min 1 ((b - e) / c))
```

What it means for a filling to be the ground state is defined without that formula. `IsGroundFilling e c b x` says that x lies in the closed interval `Icc 0 1`, that is 0 ≤ x ≤ 1, and that no y in the same interval has a lower energy.

```lean
/-- The filling `x` lies between 0 and 1 and has the lowest energy among all such fillings. -/
def IsGroundFilling (e c b x : ℝ) : Prop :=
  x ∈ Icc (0 : ℝ) 1 ∧ ∀ y ∈ Icc (0 : ℝ) 1, energy e c b x ≤ energy e c b y
```

## (a) Empty, full or aligned

**Task.** Let c > 0. Show that one of these three cases holds:

b ≤ e and n = 0,

e + c ≤ b and n = 1,

e < b < e + c, with 0 < n < 1 and e + c n = b.

**Solution.** Put u = (b − e)/c, so that n = max(0, min(1, u)).

If b ≤ e, then u ≤ 0. The inner minimum is u and the outer maximum is 0.

If e + c ≤ b, then b − e ≥ c, and division by the positive number c gives u ≥ 1. The minimum is 1, and so is the maximum.

Otherwise 0 < b − e < c, so 0 < u < 1 and neither cut-off acts. Then n = u, and c n = b − e is the alignment of the defect level with the band edge.

The Lean theorem is the disjunction of these cases. Its two uses of `le_or_gt` compare b first with e and then with e + c. The lemmas on `min` and `max` evaluate the clamp in each case, and `field_simp` clears the denominator for the alignment equation.

```lean
/-- For `c > 0` there are three regimes: an empty defect, a full defect, or a fractional
filling at which the defect level `e + c x` is aligned with the band edge. -/
theorem occupation_regimes {e c b : ℝ} (hc : 0 < c) :
    (b ≤ e ∧ occupation e c b = 0) ∨ (e + c ≤ b ∧ occupation e c b = 1) ∨
    ((e < b ∧ b < e + c) ∧ (0 < occupation e c b ∧ occupation e c b < 1) ∧
      e + c * occupation e c b = b) := by
  rcases le_or_gt b e with h | h
  · left
    have h1 : (b - e) / c ≤ 0 :=
      div_nonpos_of_nonpos_of_nonneg (by linarith) hc.le
    refine ⟨h, ?_⟩
    unfold occupation
    rw [min_eq_right (by linarith), max_eq_left h1]
  · right
    rcases le_or_gt (e + c) b with h' | h'
    · left
      have h1 : 1 ≤ (b - e) / c := by
        rw [le_div_iff₀ hc]
        linarith
      refine ⟨h', ?_⟩
      unfold occupation
      rw [min_eq_left h1, max_eq_right zero_le_one]
    · right
      have h0 : 0 < (b - e) / c := div_pos (by linarith) hc
      have h1 : (b - e) / c < 1 := by
        rw [div_lt_iff₀ hc]
        linarith
      have hx : occupation e c b = (b - e) / c := by
        unfold occupation
        rw [min_eq_right h1.le, max_eq_right h0.le]
      have hmul : c * ((b - e) / c) = b - e := by field_simp
      rw [hx]
      exact ⟨⟨h, h'⟩, ⟨h0, h1⟩, by linarith⟩
```

## (b) The cost of leaving the clamped filling

**Task.** Let c > 0 and 0 ≤ y ≤ 1. Show that

E(n) + (c/2)(y − n)² ≤ E(y).

**Solution.** Since y² − n² = 2n(y − n) + (y − n)², the energy difference is

E(y) − E(n) = (e + c n − b)(y − n) + (c/2)(y − n)².

It remains to show that the first term on the right is not negative. Part (a) gives its value in each regime:

n = 0: (e − b) y ≥ 0, because b ≤ e,

n = 1: (b − e − c)(1 − y) ≥ 0, because e + c ≤ b,

0 < n < 1: the term is 0, because the levels are aligned.

In Lean the first two regimes are closed by `nlinarith`, which is handed exactly these non-negative products. In the third regime the inequality is an equality, and `linear_combination` obtains it from the alignment equation multiplied by n − y.

```lean
/-- For `c > 0`, moving the filling from `occupation e c b` to any `y` between 0 and 1
costs at least the energy `c (y - x)² / 2`, where `x` is `occupation e c b`. -/
theorem energy_growth {e c b y : ℝ} (hc : 0 < c) (hy : y ∈ Icc (0 : ℝ) 1) :
    energy e c b (occupation e c b) + c / 2 * (y - occupation e c b) ^ 2
      ≤ energy e c b y := by
  rcases occupation_regimes (e := e) (b := b) hc with ⟨h, hx⟩ | ⟨h, hx⟩ | ⟨_, _, hx⟩
  · rw [hx]
    unfold energy
    nlinarith [mul_nonneg (sub_nonneg.2 h) hy.1]
  · rw [hx]
    unfold energy
    nlinarith [mul_nonneg (sub_nonneg.2 h) (sub_nonneg.2 hy.2)]
  · -- the levels are aligned, so only the quadratic term remains
    apply le_of_eq
    unfold energy
    linear_combination (occupation e c b - y) * hx
```

## (c) The unique minimiser

**Task.** Let c > 0. Show that x minimises E over the fillings from 0 to 1 if and only if

x = max(0, min(1, (b − e)/c)).

**Solution.** The right-hand side is n, which lies between 0 and 1 by construction. By part (b), every y in the interval satisfies

E(y) ≥ E(n) + (c/2)(y − n)² ≥ E(n),

so n is a minimiser.

Now let x be any minimiser. Then E(x) ≤ E(n), while part (b) with y = x gives E(n) + (c/2)(x − n)² ≤ E(x). Together they give

(c/2)(x − n)² ≤ 0,

and since c > 0 this forces x = n.

The equivalence therefore contains existence, uniqueness and the formula. The case c = 0 has to be excluded: with b = e as well, the energy is constant and every filling is a minimiser.

The Lean statement writes the clamp out in full, and `change` replaces it by `occupation e c b`. The first direction is the uniqueness argument, in which `hsq` says that the square is at most 0. The second direction is the minimality of n.

```lean
/-- For `c > 0` the energy has exactly one minimiser among the fillings between 0 and 1,
namely `max 0 (min 1 ((b - e) / c))`. -/
theorem isGroundFilling_iff {e c b x : ℝ} (hc : 0 < c) :
    IsGroundFilling e c b x ↔ x = max 0 (min 1 ((b - e) / c)) := by
  change IsGroundFilling e c b x ↔ x = occupation e c b
  have hmem : occupation e c b ∈ Icc (0 : ℝ) 1 :=
    ⟨le_max_left _ _, max_le zero_le_one (min_le_left _ _)⟩
  constructor
  · rintro ⟨hx, hmin⟩
    -- a second minimiser would have to pay the quadratic cost
    have h1 := energy_growth (e := e) (b := b) hc hx
    have h2 := hmin _ hmem
    have hsq : (x - occupation e c b) ^ 2 ≤ 0 := by
      by_contra h
      have h3 := mul_pos hc (not_le.1 h)
      linarith
    have h0 : x - occupation e c b = 0 :=
      (pow_eq_zero_iff two_ne_zero).1 (le_antisymm hsq (sq_nonneg _))
    linarith
  · rintro rfl
    refine ⟨hmem, fun y hy => ?_⟩
    have h1 := energy_growth (e := e) (b := b) hc hy
    have h2 : 0 ≤ c / 2 * (y - occupation e c b) ^ 2 := by positivity
    linarith
```

## (d) When the charge is fractional

**Task.** Let c > 0 and let x be the filling of lowest energy. Show that

0 < x < 1 if and only if e < b < e + c.

**Solution.** By part (c), x = n, so the regimes of part (a) apply to x. If b ≤ e, then x = 0, and both sides of the equivalence are false. If e + c ≤ b, then x = 1, and again both sides are false. In the remaining regime both sides are true.

In physical terms, the band edge must lie strictly between the level of the empty defect and the level of the full one. If it coincides with either, the filling is an integer.

The hypothesis `hx` in Lean says that x is a ground filling; the formula for x is then taken from part (c). The two integer regimes are settled by `absurd`, since each side of the equivalence contradicts what is known there.

```lean
/-- For `c > 0` the filling of lowest energy is fractional exactly when the band edge lies
strictly between the empty-defect level `e` and the full-defect level `e + c`. -/
theorem fractional_iff {e c b x : ℝ} (hc : 0 < c) (hx : IsGroundFilling e c b x) :
    (0 < x ∧ x < 1) ↔ (e < b ∧ b < e + c) := by
  have hxo : x = occupation e c b := (isGroundFilling_iff hc).1 hx
  rw [hxo]
  rcases occupation_regimes (e := e) (b := b) hc with ⟨h, h0⟩ | ⟨h, h1⟩ | ⟨h, h01, _⟩
  · rw [h0]
    exact ⟨fun k => absurd k.1 (lt_irrefl _), fun k => absurd k.1 (not_lt_of_ge h)⟩
  · rw [h1]
    exact ⟨fun k => absurd k.2 (lt_irrefl _), fun k => absurd k.2 (not_lt_of_ge h)⟩
  · exact ⟨fun _ => h, fun _ => h01⟩
```

## (e) Distance from the straight line

**Task.** For all real values of the parameters and of x, show that

E(x) = (1 − x) E(0) + x E(1) − c x (1 − x)/2.

**Solution.** The integer fillings have the energies E(0) = b and E(1) = e + c/2. The right-hand side is therefore

(1 − x) b + x e + c x/2 − c x/2 + c x²/2 = e x + c x²/2 + b (1 − x),

which is E(x).

For 0 < x < 1, positive c puts the energy below the line that joins the integer fillings, and negative c puts it above. The identity itself needs no sign of c and no bounds on x. In Lean it follows by unfolding `energy` and calling `ring`.

```lean
/-- The energy is the straight line between the two integer fillings
minus the curvature term `c x (1 - x) / 2`. -/
theorem energy_eq_line_sub (e c b x : ℝ) :
    energy e c b x =
      (1 - x) * energy e c b 0 + x * energy e c b 1 - c * (x * (1 - x)) / 2 := by
  unfold energy
  ring
```

## (f) Negative curvature

**Task.** Let c < 0 and let x be a filling of lowest energy. Show that

x = 0 or x = 1.

**Solution.** Suppose instead that 0 < x < 1. Minimality gives E(x) ≤ E(0) and E(x) ≤ E(1). Multiply the first inequality by 1 − x and the second by x, both positive, and add:

E(x) ≤ (1 − x) E(0) + x E(1).

But −c x (1 − x)/2 is now positive, so part (e) gives

E(x) > (1 − x) E(0) + x E(1),

a contradiction.

The theorem concerns any given minimiser and makes no claim of uniqueness. If the two integer fillings have the same energy, both are minimisers.

In the Lean proof, `hE0` and `hE1` are the two weighted inequalities, `hcurv` is the positivity of the curvature term, and `hline` is part (e). `nlinarith` combines them into the contradiction.

```lean
/-- For negative curvature `c < 0`, every filling of lowest energy is an integer. -/
theorem integer_of_neg_curvature {e c b x : ℝ} (hc : c < 0)
    (hx : IsGroundFilling e c b x) : x = 0 ∨ x = 1 := by
  obtain ⟨⟨h0, h1⟩, hmin⟩ := hx
  by_contra hne
  rw [not_or] at hne
  have hx0 : 0 < x := lt_of_le_of_ne h0 (Ne.symm hne.1)
  have hx1 : 0 < 1 - x := sub_pos.2 (lt_of_le_of_ne h1 hne.2)
  -- a fractional filling lies above the line between the integer fillings
  have hE0 := mul_le_mul_of_nonneg_left (hmin 0 (by simp)) hx1.le
  have hE1 := mul_le_mul_of_nonneg_left (hmin 1 (by simp)) hx0.le
  have hcurv := mul_pos (neg_pos.2 hc) (mul_pos hx0 hx1)
  have hline := energy_eq_line_sub e c b x
  nlinarith
```

## (g) The largest spurious gain

**Task.** Let c > 0 and let x be the filling of lowest energy. Show that its advantage over the better integer filling obeys

min(E(0), E(1)) − E(x) ≤ c/8,

with equality if and only if

b = e + c/2.

**Solution.** The smaller of two numbers is at most any weighted mean of them, so

min(E(0), E(1)) ≤ (1 − x) E(0) + x E(1).

Subtract E(x) and use part (e):

min(E(0), E(1)) − E(x) ≤ c x (1 − x)/2 = c/8 − (c/2)(x − 1/2)².

The last term only lowers the right-hand side, which proves the bound.

If the gain equals c/8, the square must vanish, so x = 1/2. This filling is fractional, so the defect level is aligned with the band edge by part (a), and e + c/2 = b.

Conversely, let b = e + c/2. Then b lies strictly between e and e + c, and the alignment e + c x = b gives x = 1/2. The integer fillings are degenerate, since E(0) = b and E(1) = e + c/2 = b. By part (e),

E(1/2) = b − c/8,

so the gain is exactly c/8. The example at the start, with e = 0, c = 1 and b = 1/2, is such a case.

The Lean statement joins the bound and the equality criterion with `∧`. In the proof, `hm0` and `hm1` are the two weighted inequalities for the minimum, and `key` is the bound with the square kept. The regimes of part (a), rewritten for x as `hreg`, supply the alignment in both directions. The last lines evaluate the energies at 0, 1 and 1/2.

```lean
/-- For `c > 0` the lowest energy lies at most `c / 8` below the better integer filling,
and it lies exactly that far below if and only if `b = e + c / 2`. -/
theorem spurious_gain {e c b x : ℝ} (hc : 0 < c) (hx : IsGroundFilling e c b x) :
    min (energy e c b 0) (energy e c b 1) - energy e c b x ≤ c / 8 ∧
    (min (energy e c b 0) (energy e c b 1) - energy e c b x = c / 8 ↔
      b = e + c / 2) := by
  have hxo : x = occupation e c b := (isGroundFilling_iff hc).1 hx
  have hm0 := mul_le_mul_of_nonneg_left
    (min_le_left (energy e c b 0) (energy e c b 1)) (sub_nonneg.2 hx.1.2)
  have hm1 := mul_le_mul_of_nonneg_left
    (min_le_right (energy e c b 0) (energy e c b 1)) hx.1.1
  have hline := energy_eq_line_sub e c b x
  -- the gain falls short of c / 8 by the distance from half filling
  have key : min (energy e c b 0) (energy e c b 1) - energy e c b x
      ≤ c / 8 - c * (x - 1 / 2) ^ 2 / 2 := by linarith
  have hreg := occupation_regimes (e := e) (b := b) hc
  rw [← hxo] at hreg
  refine ⟨by linarith [mul_nonneg hc.le (sq_nonneg (x - 1 / 2))], ?_, ?_⟩
  · intro h
    have hsq : (x - 1 / 2) ^ 2 ≤ 0 := by
      by_contra hn
      have h3 := mul_pos hc (not_le.1 hn)
      linarith
    have h0 : x - 1 / 2 = 0 :=
      (pow_eq_zero_iff two_ne_zero).1 (le_antisymm hsq (sq_nonneg _))
    have hhalf : x = 1 / 2 := by linarith
    rcases hreg with ⟨_, k⟩ | ⟨_, k⟩ | ⟨_, _, k⟩
    · linarith
    · linarith
    · rw [hhalf] at k
      linarith
  · intro hb
    have hhalf : x = 1 / 2 := by
      rcases hreg with ⟨k, _⟩ | ⟨k, _⟩ | ⟨_, _, k⟩
      · linarith
      · linarith
      · exact mul_left_cancel₀ hc.ne' (by linarith)
    have hE0 : energy e c b 0 = b := by
      unfold energy
      ring
    have hE1 : energy e c b 1 = b := by
      unfold energy
      linarith
    rw [hE0, hE1, min_self, hhalf]
    unfold energy
    linarith

end

end SpuriousDefectCharge
```

```lean
#print axioms SpuriousDefectCharge.fractional_iff
#print axioms SpuriousDefectCharge.integer_of_neg_curvature
#print axioms SpuriousDefectCharge.spurious_gain
```

```
'SpuriousDefectCharge.fractional_iff' depends on axioms: [propext, Classical.choice, Quot.sound]
'SpuriousDefectCharge.integer_of_neg_curvature' depends on axioms: [propext, Classical.choice, Quot.sound]
'SpuriousDefectCharge.spurious_gain' depends on axioms: [propext, Classical.choice, Quot.sound]
```
